# A quadratic energy bound for opposite rotations of classical spins

Rotate each spin \(s_i\) of a finite classical system by \(\exp(a_iA)\), or oppositely by \(\exp(-a_iA)\), and call the resulting energies \(E_+\) and \(E_-\). If the spins have length at most one and \(A\) is skew, then

\[
|E_++E_--2E(s)|\le C,\qquad C=\|A\|^2\sum_{i<j}|J_{ij}|(a_i-a_j)^2 .
\]

Here \(E(s)=-\sum_{i<j}J_{ij}\langle s_i,s_j\rangle\) with real exchange couplings \(J_{ij}\), the \(a_i\) are real, and \(\|A\|\) is the operator norm. The physical question is how much energy a slowly varying rotation costs. Averaging over the two opposite rotations removes the linear term, and what remains is bounded by squared angle differences between coupled spins.

## Cancellation on a single bond

Write \(R_t=\exp(tA)\), so that \(\frac{d}{dt}R_tx=AR_tx\). Skewness, \(\langle Ax,y\rangle=-\langle x,Ay\rangle\), gives

\[
\frac{d}{dt}\langle R_{a+t}x,R_{b+t}y\rangle
=\langle AR_{a+t}x,R_{b+t}y\rangle+\langle R_{a+t}x,AR_{b+t}y\rangle=0 .
\]

Comparing \(t=0\) with \(t=-a\) yields \(\langle R_ax,R_by\rangle=\langle x,R_{b-a}y\rangle\). In particular \(\|R_tx\|=\|x\|\). The speed of \(R_tx\) is therefore at most \(\|A\|\|x\|\), and \(\|R_tx-x\|\le\|A\|\|x\||t|\).

Let \(\delta=a-b\) and \(R=R_\delta\). Then

\[
\langle R_ax,R_by\rangle=\langle Rx,y\rangle,\quad
\langle R_{-a}x,R_{-b}y\rangle=\langle x,Ry\rangle,\quad
\langle Rx,Ry\rangle=\langle x,y\rangle .
\]

Expanding the right-hand side below confirms that

\[
\langle Rx,y\rangle+\langle x,Ry\rangle-2\langle x,y\rangle
=\langle Rx-x,\;y-Ry\rangle .
\]

By Cauchy–Schwarz its absolute value is at most \(\|A\|^2\delta^2\|x\|\|y\|\). Setting \(x=s_i\), \(y=s_j\), multiplying by \(|J_{ij}|\) and summing over bonds proves the bound.

If both \(E_+\) and \(E_-\) exceeded \(E(s)+C/2\), their sum would violate it, so one of them does not. For inverse temperature \(\beta\ge0\), the bound and the inequality between geometric and arithmetic means give

\[
e^{-\beta E(s)}\le e^{\beta C/2}e^{-\beta E_+/2}e^{-\beta E_-/2}
\le e^{\beta C/2}\,\frac{e^{-\beta E_+}+e^{-\beta E_-}}2 .
\]

## Two spins, with and without skewness

Take two equal unit spins in the plane, \(J_{01}=1\), \(A\) the quarter turn, \(a_0=\pi/3\) and \(a_1=0\). Then \(E(s)=-1\) and \(E_\pm=-\tfrac12\). The left side is \(1\), and \(C=\pi^2/9\approx1.097\).

The bound does not extend to all bounded \(A\). On the real line take \(A=1\), \(s_0=s_1=1\), \(a_0=a_1=1\) and \(J_{01}=-1\). Then \(E_++E_--2E(s)=2\cosh2-2>0\), while \(C=0\).

## Spins, rotations and energies in Lean

The spin space `V` is a real inner product space, which includes \(\mathbb R^n\) with its Euclidean inner product.

```lean
import Mathlib

open Finset

namespace PfisterSymmetry

noncomputable section

variable {V : Type*} [NormedAddCommGroup V] [InnerProductSpace ℝ V]
```

A generator is a continuous linear map, so `‖A‖` is the operator norm. Skewness expresses that the generated motion preserves lengths and angles.

```lean
/-- A generator of rotations: a bounded operator that is skew for the real inner product. -/
def IsSkew (A : V →L[ℝ] V) : Prop :=
  ∀ x y : V, inner ℝ (A x) y = -inner ℝ x (A y)
```

The parameter `t` is called an angle, but it equals the geometric angle only for a suitably normalised `A`, such as the quarter turn.

```lean
/-- The operator `exp (t A)` generated by `A` at angle `t`. -/
def rot (A : V →L[ℝ] V) (t : ℝ) : V →L[ℝ] V := NormedSpace.exp (t • A)
```

Sites are labelled by `Fin N`, starting at 0. Only entries of `J` with `i < j` enter, so symmetry of `J` is not required. Positive couplings favour alignment.

```lean
/-- The exchange energy `-∑ J i j ⟨s i, s j⟩`, each pair `i < j` counted once. -/
def energy {N : ℕ} (J : Fin N → Fin N → ℝ) (s : Fin N → V) : ℝ :=
  -∑ p : Fin N × Fin N with p.1 < p.2, J p.1 p.2 * inner ℝ (s p.1) (s p.2)
```

The configurations behind \(E_+\) and \(E_-\) are `twist A a s` and `twist A (-a) s`.

```lean
/-- The configuration in which `exp (a i A)` is applied to the spin at site `i`. -/
def twist {N : ℕ} (A : V →L[ℝ] V) (a : Fin N → ℝ) (s : Fin N → V) : Fin N → V :=
  fun i => rot A (a i) (s i)
```

The quantity \(C\) is `twistCost J A a`.

```lean
/-- The quadratic cost `‖A‖² ∑ |J i j| (a i - a j)²` of a profile of angles,
summed over pairs `i < j`. -/
def twistCost {N : ℕ} (J : Fin N → Fin N → ℝ) (A : V →L[ℝ] V) (a : Fin N → ℝ) : ℝ :=
  ‖A‖ ^ 2 * ∑ p : Fin N × Fin N with p.1 < p.2, |J p.1 p.2| * (a p.1 - a p.2) ^ 2

/-- At angle zero every vector stays where it is. -/
theorem rot_zero (A : V →L[ℝ] V) (x : V) : rot A 0 x = x := by
  simp [rot, NormedSpace.exp_zero]
```

From here on `V` is complete, as every finite-dimensional space is. The equation of motion comes from the derivative of the operator exponential, applied to a constant vector.

```lean
variable [CompleteSpace V]

/-- Equation of motion: the vector `exp (t A) x` moves with velocity `A exp (t A) x`. -/
theorem hasDerivAt_rot (A : V →L[ℝ] V) (x : V) (t : ℝ) :
    HasDerivAt (fun u => rot A u x) (A (rot A t x)) t := by
  have h := (hasDerivAt_exp_smul_const' A t).clm_apply (hasDerivAt_const t x)
  exact h.congr_deriv (by rw [map_zero, add_zero]; rfl)
```

Next, `hd` is the vanishing derivative computed above, and `key` compares the times \(0\) and \(-a\).

```lean
/-- For a skew generator, the inner product of two rotated vectors depends on the two
angles only through their difference. -/
theorem inner_rot_rot {A : V →L[ℝ] V} (hA : IsSkew A) (a b : ℝ) (x y : V) :
    inner ℝ (rot A a x) (rot A b y) = inner ℝ x (rot A (b - a) y) := by
  -- a common additional rotation by `t` leaves the inner product unchanged
  have hd : ∀ t : ℝ, HasDerivAt
      (fun t => inner ℝ (rot A (a + t) x) (rot A (b + t) y)) 0 t := by
    intro t
    have h := ((hasDerivAt_rot A x (a + t)).comp_const_add a t).inner ℝ
      ((hasDerivAt_rot A y (b + t)).comp_const_add b t)
    exact h.congr_deriv (by linarith [hA (rot A (a + t) x) (rot A (b + t) y)])
  have key := is_const_of_deriv_eq_zero (fun t => (hd t).differentiableAt)
    (fun t => (hd t).deriv) 0 (-a)
  simpa only [add_zero, add_neg_cancel, rot_zero, ← sub_eq_add_neg] using key
```

Equal angles and equal vectors give conservation of length.

```lean
/-- For a skew generator, `exp (t A)` preserves the length of every vector. -/
theorem norm_rot {A : V →L[ℝ] V} (hA : IsSkew A) (t : ℝ) (x : V) :
    ‖rot A t x‖ = ‖x‖ := by
  have h := inner_rot_rot hA t t x x
  rw [sub_self, rot_zero, real_inner_self_eq_norm_sq, real_inner_self_eq_norm_sq] at h
  exact (sq_eq_sq₀ (norm_nonneg _) (norm_nonneg _)).mp h
```

The mean value inequality turns the bound on the speed into one on the displacement.

```lean
/-- For a skew generator, rotation by the angle `t` displaces a vector `x` by at most
`‖A‖ ‖x‖ |t|`. -/
theorem norm_rot_sub_le {A : V →L[ℝ] V} (hA : IsSkew A) (t : ℝ) (x : V) :
    ‖rot A t x - x‖ ≤ ‖A‖ * ‖x‖ * |t| := by
  have h := Convex.norm_image_sub_le_of_norm_hasDerivWithin_le
    (f := fun u => rot A u x) (f' := fun u => A (rot A u x)) (C := ‖A‖ * ‖x‖)
    (s := Set.univ) (x := (0 : ℝ)) (y := t)
    (fun u _ => (hasDerivAt_rot A x u).hasDerivWithinAt)
    (fun u _ => (A.le_opNorm _).trans_eq (by rw [norm_rot hA]))
    convex_univ (Set.mem_univ _) (Set.mem_univ _)
  simpa only [rot_zero, sub_zero, Real.norm_eq_abs] using h
```

In the bond estimate, `h1` to `h4` supply the inner-product identities, `key` is the factorisation into two displacements, and the `calc` block applies Cauchy–Schwarz.

```lean
/-- One bond: for a skew generator, the inner products after two opposite twists add up to twice the
original one, with an error of at most `‖A‖² (a - b)² ‖x‖ ‖y‖`. -/
theorem bond_bound {A : V →L[ℝ] V} (hA : IsSkew A) (a b : ℝ) (x y : V) :
    |inner ℝ (rot A a x) (rot A b y) + inner ℝ (rot A (-a) x) (rot A (-b) y)
      - 2 * inner ℝ x y| ≤ ‖A‖ ^ 2 * (a - b) ^ 2 * (‖x‖ * ‖y‖) := by
  have h1 := inner_rot_rot hA a b x y
  have h2 := inner_rot_rot hA (-a) (-b) x y
  have h3 := inner_rot_rot hA (a - b) 0 x y
  have h4 := inner_rot_rot hA (a - b) (a - b) x y
  rw [show -b - -a = a - b by ring] at h2
  rw [rot_zero, show 0 - (a - b) = b - a by ring] at h3
  rw [sub_self, rot_zero] at h4
  -- the second difference is an inner product of two small displacements
  have key : inner ℝ (rot A a x) (rot A b y) + inner ℝ (rot A (-a) x) (rot A (-b) y)
      - 2 * inner ℝ x y = inner ℝ (rot A (a - b) x - x) (y - rot A (a - b) y) := by
    rw [inner_sub_left, inner_sub_right, inner_sub_right]
    linarith
  rw [key]
  calc _ ≤ ‖rot A (a - b) x - x‖ * ‖y - rot A (a - b) y‖ := abs_real_inner_le_norm _ _
    _ ≤ (‖A‖ * ‖x‖ * |a - b|) * (‖A‖ * ‖y‖ * |a - b|) := by
        rw [norm_sub_rev y]
        exact mul_le_mul (norm_rot_sub_le hA _ _) (norm_rot_sub_le hA _ _)
          (norm_nonneg _) (by positivity)
    _ = _ := by rw [← sq_abs (a - b)]; ring
```

## From the bond to Boltzmann weights

The main theorem regroups the three energies bond by bond (`hsum`), then uses the triangle inequality and `bond_bound`. The hypothesis `hs` admits unit spins and shorter ones.

```lean
/-- Pfister's energy estimate: for spins of length at most one and a skew generator, the
energies of the two opposite twists add up to twice the original energy, with an error of at
most `‖A‖² ∑ |J i j| (a i - a j)²`. -/
theorem pfister_energy_bound {N : ℕ} (J : Fin N → Fin N → ℝ) {A : V →L[ℝ] V}
    (hA : IsSkew A) (a : Fin N → ℝ) (s : Fin N → V) (hs : ∀ i, ‖s i‖ ≤ 1) :
    |energy J (twist A a s) + energy J (twist A (-a) s) - 2 * energy J s|
      ≤ twistCost J A a := by
  -- collect the three energies bond by bond
  have hsum : energy J (twist A a s) + energy J (twist A (-a) s) - 2 * energy J s =
      -∑ p : Fin N × Fin N with p.1 < p.2, J p.1 p.2 *
        (inner ℝ (twist A a s p.1) (twist A a s p.2)
          + inner ℝ (twist A (-a) s p.1) (twist A (-a) s p.2)
          - 2 * inner ℝ (s p.1) (s p.2)) := by
    simp only [energy, mul_sub, mul_add, sum_sub_distrib, sum_add_distrib,
      mul_left_comm _ (2 : ℝ), ← mul_sum]
    ring
  rw [hsum, abs_neg, twistCost, mul_sum]
  refine (abs_sum_le_sum_abs _ _).trans (sum_le_sum fun p _ => ?_)
  have h := (bond_bound hA (a p.1) (a p.2) (s p.1) (s p.2)).trans
    (mul_le_of_le_one_right (by positivity)
      (mul_le_one₀ (hs p.1) (norm_nonneg _) (hs p.2)))
  rw [abs_mul]
  exact (mul_le_mul_of_nonneg_left h (abs_nonneg (J p.1 p.2))).trans_eq (by ring)
```

For a simulation of finitely many classical spins with this exchange energy, the next theorem says that one of the two trial rotations raises the energy by at most \(C/2\).

```lean
/-- For spins of length at most one and a skew generator, at least one of the two opposite
twists raises the energy by no more than half the quadratic cost. -/
theorem min_twist_energy_le {N : ℕ} (J : Fin N → Fin N → ℝ) {A : V →L[ℝ] V}
    (hA : IsSkew A) (a : Fin N → ℝ) (s : Fin N → V) (hs : ∀ i, ‖s i‖ ≤ 1) :
    min (energy J (twist A a s)) (energy J (twist A (-a) s))
      ≤ energy J s + twistCost J A a / 2 := by
  have h := (abs_le.mp (pfister_energy_bound J hA a s hs)).2
  linarith [min_le_left (energy J (twist A a s)) (energy J (twist A (-a) s)),
    min_le_right (energy J (twist A a s)) (energy J (twist A (-a) s))]
```

The weight inequality follows the two steps above, with `hsq` writing each weight as a square for the comparison of means.

```lean
/-- For spins of length at most one, a skew generator and `β ≥ 0`, the Boltzmann weight is at
most `exp (β cost / 2)` times the mean of the weights of the two twisted configurations. -/
theorem boltzmann_weight_le {N : ℕ} (J : Fin N → Fin N → ℝ) {A : V →L[ℝ] V}
    (hA : IsSkew A) (a : Fin N → ℝ) (s : Fin N → V) (hs : ∀ i, ‖s i‖ ≤ 1)
    {β : ℝ} (hβ : 0 ≤ β) :
    Real.exp (-β * energy J s) ≤ Real.exp (β * twistCost J A a / 2) *
      ((Real.exp (-β * energy J (twist A a s))
        + Real.exp (-β * energy J (twist A (-a) s))) / 2) := by
  have h := (abs_le.mp (pfister_energy_bound J hA a s hs)).2
  generalize energy J (twist A a s) = p at h ⊢
  generalize energy J (twist A (-a) s) = m at h ⊢
  generalize energy J s = e at h ⊢
  generalize twistCost J A a = c at h ⊢
  have hsq : ∀ u : ℝ, Real.exp (-β * u) = Real.exp (-β * u / 2) ^ 2 := by
    intro u
    rw [sq, ← Real.exp_add]
    congr 1
    ring
  calc Real.exp (-β * e)
      ≤ Real.exp (β * c / 2 + (-β * p / 2 + -β * m / 2)) :=
        Real.exp_le_exp.mpr (by nlinarith [mul_le_mul_of_nonneg_left h hβ])
    _ = Real.exp (β * c / 2) * (Real.exp (-β * p / 2) * Real.exp (-β * m / 2)) := by
        rw [Real.exp_add, Real.exp_add]
    _ ≤ _ := by
        -- geometric mean below arithmetic mean
        refine mul_le_mul_of_nonneg_left ?_ (Real.exp_pos _).le
        rw [hsq p, hsq m]
        nlinarith [sq_nonneg (Real.exp (-β * p / 2) - Real.exp (-β * m / 2))]
```

This is the finite-volume estimate used in Pfister's symmetry argument. It does not by itself give rotation invariance of infinite-volume Gibbs states. The full argument also integrates over configurations, needs a bound on the cost that is uniform in the size of the region rotated by the full angle, and uses properties of extremal Gibbs states. Invariance can fail in three dimensions, as in the classical Heisenberg ferromagnet at low temperature.

The last theorem exhibits a nonzero skew generator, the quarter turn of the plane.

```lean
/-- In the plane, written as `ℂ`, multiplication by `i` is a skew generator, and it sends
`1` to `i`. -/
theorem isSkew_witness :
    IsSkew (ContinuousLinearMap.mul ℝ ℂ Complex.I) ∧
      ContinuousLinearMap.mul ℝ ℂ Complex.I 1 = Complex.I := by
  refine ⟨fun x y => ?_, by simp⟩
  simp only [ContinuousLinearMap.mul_apply', Complex.inner, Complex.mul_re, Complex.mul_im,
    Complex.conj_re, Complex.conj_im, Complex.I_re, Complex.I_im]
  ring

end

end PfisterSymmetry
```

```lean
#print axioms PfisterSymmetry.pfister_energy_bound
-- 'PfisterSymmetry.pfister_energy_bound' depends on axioms: [propext, Classical.choice, Quot.sound]
#print axioms PfisterSymmetry.min_twist_energy_le
-- 'PfisterSymmetry.min_twist_energy_le' depends on axioms: [propext, Classical.choice, Quot.sound]
#print axioms PfisterSymmetry.boltzmann_weight_le
-- 'PfisterSymmetry.boltzmann_weight_le' depends on axioms: [propext, Classical.choice, Quot.sound]
```
